# Between generalized eigenstates with real energies, for Hermitian $H$ and invertible Hermitian $S$, the commutator $HS^{-1}X-XS^{-1}H$ gives the energy difference times the element of $X$

## Which product of $H$ and $X$ the overlap calls for

The strength of an optical transition depends on the velocity matrix element between two electronic states, and in the projector augmented-wave (PAW) method those states are given as pseudo-states with a non-trivial overlap matrix $S$. The choice to make first is which matrix represents the commutator of the Hamiltonian with position: the plain $HX-XH$, or a version with $S^{-1}$ between the factors. The second is taken here as the PAW commutator, and the first is kept beside it for comparison.

The reason lies in how PAW matrices arise. Let $T$ be the linear map from pseudo-states to all-electron states, and let $\hat H$ and $\hat x$ be the all-electron Hamiltonian and one position component. The pseudo-operators are

$$H=T^\dagger\hat H T,\qquad X=T^\dagger\hat x T,\qquad S=T^\dagger T .$$

If $T$ is invertible, then $S^{-1}=T^{-1}(T^\dagger)^{-1}$, and so

$$HS^{-1}X=T^\dagger\hat H\,T\,T^{-1}(T^\dagger)^{-1}T^\dagger\,\hat xT=T^\dagger\hat H\hat xT .$$

The matrix that represents the all-electron commutator $[\hat H,\hat x]$ is therefore

$$C=HS^{-1}X-XS^{-1}H .$$

The velocity operator is $(i/\hbar)[\hat H,\hat x]$, so a velocity element is $i/\hbar$ times an element of $C$. This argument motivates the definition; the theorems start from the matrices $H$, $S$ and $X$.

## The element of $C$ is an energy difference times the element of $X$

Let $H$ and $S$ be Hermitian with $S$ invertible, and let two states satisfy

$$Hu_m=e_mSu_m,\qquad Hu_n=e_nSu_n,$$

with real energies $e_m$ and $e_n$. Write $\langle u,v\rangle=u^\dagger v$. Then, for every square matrix $X$ of the same size,

$$\langle u_m,Cu_n\rangle=(e_m-e_n)\langle u_m,Xu_n\rangle .$$

A positive definite overlap, the usual case, is invertible and so is included. The matrix $X$ needs no Hermiticity.

For the derivation, multiply the equation for $u_n$ by $S^{-1}$ from the left:

$$S^{-1}Hu_n=e_nu_n .$$

The same holds for $u_m$. Take the adjoint of that equation. Since $H^\dagger=H$, $(S^{-1})^\dagger=S^{-1}$ and $e_m$ is real,

$$u_m^\dagger HS^{-1}=e_mu_m^\dagger .$$

Now evaluate the two terms of $C$ separately:

$$u_m^\dagger HS^{-1}Xu_n=e_m\,u_m^\dagger Xu_n,$$

$$u_m^\dagger XS^{-1}Hu_n=e_n\,u_m^\dagger Xu_n .$$

Their difference is the claim. If $e_m\neq e_n$, division gives the position element from the commutator element:

$$\langle u_m,Xu_n\rangle=\frac{\langle u_m,Cu_n\rangle}{e_m-e_n}.$$

For independent-particle states of a finite system, described in one finite basis, this relation lets an optical absorption spectrum be computed from the elements of $C$ (velocity form) or from those of $X$ (length form).

## The plain commutator can depend on the energy zero

With an overlap matrix, lowering the energy zero by a real constant $c$ means replacing $H$ by $H+cS$. The states stay the same and every energy rises by $c$:

$$(H+cS)u=eSu+cSu=(e+c)Su .$$

No energy difference changes, and neither does $C$:

$$(H+cS)S^{-1}X-XS^{-1}(H+cS)=C+cX-cX=C .$$

The plain commutator behaves differently. From $[H+cS,X]=[H,X]+c[S,X]$ it follows that

$$\langle u_m,[H+cS,X]u_n\rangle=\langle u_m,[H,X]u_n\rangle+c\,\langle u_m,[S,X]u_n\rangle .$$

If $\langle u_m,[S,X]u_n\rangle=0$, the shift has no effect for any $c$. Conversely, if it has no effect for every real $c$, the choice $c=1$ shows that this element vanishes. Otherwise the plain element contains an artefact of an arbitrary reference energy.

## Two levels with numbers

Take energies in eV and positions in some length unit, with

$$H=\begin{pmatrix}6&0\\0&1\end{pmatrix},\quad S=\begin{pmatrix}2&0\\0&1\end{pmatrix},\quad X=\begin{pmatrix}0&1\\1&0\end{pmatrix}.$$

The vectors $u_m=(1,0)$ and $u_n=(0,1)$ solve the generalized eigenvalue equation with $e_m=3$ and $e_n=1$. Here $HS^{-1}=S^{-1}H=\mathrm{diag}(3,1)$, so

$$C=\begin{pmatrix}0&3\\1&0\end{pmatrix}-\begin{pmatrix}0&1\\3&0\end{pmatrix}=\begin{pmatrix}0&2\\-2&0\end{pmatrix}.$$

The element between $u_m$ and $u_n$ is the upper right entry, $2=(3-1)\cdot1$. The plain commutator gives $6-1=5$ instead.

Now lower the energy zero by 1 eV, so that $c=1$. The Hamiltonian becomes $\mathrm{diag}(8,2)$ and the energies become $4$ and $2$. The PAW element is still $2$, while the plain element is $8-2=6$. The change of $1$ equals $c\langle u_m,[S,X]u_n\rangle=1\cdot(2-1)$.

The vector $u_m$ is not normalised, because $u_m^\dagger Su_m=2$. With the normalised state $u_m/\sqrt2$, the PAW element is $\sqrt2\approx1.414$ both before and after the shift. The plain element goes from $5/\sqrt2\approx3.536$ to $6/\sqrt2\approx4.243$.

## Real energies do not replace a Hermitian $H$

Let $S$ be the identity and take

$$H=\begin{pmatrix}0&1\\0&1\end{pmatrix},\quad u_m=\begin{pmatrix}1\\0\end{pmatrix},\quad u_n=\begin{pmatrix}1\\1\end{pmatrix}.$$

Then $Hu_m=0$ and $Hu_n=u_n$, so the energies $0$ and $1$ are real. All hypotheses hold except the Hermiticity of $H$. With $X$ equal to the identity, $C=0$, and the left side of the relation is $0$. The right side is $(0-1)\langle u_m,u_n\rangle=-1$. What is missing is the action to the left: $u_m^\dagger H=(0,1)$ is not $0\cdot u_m^\dagger$. Real eigenvalues for the two states do not supply it.

## The same statement in Lean's terms

Operators are complex square matrices over a finite index type, and states are coefficient vectors. The type is called `n`, which is unrelated to the state label in $u_n$; the two states and their energies are `um`, `un`, `em` and `en`.

- `braket u A v` is $u^\dagger Av$, conjugate-linear in the first vector. It contains no overlap of its own, since $S$ enters only through the operators.
- `GenEigen H S e u` says $Hu=eSu$. The energy has type `ℝ`, so its reality is part of the statement. Neither normalisation nor $u\neq0$ is required; for a zero vector the relation reads $0=0$.
- `plainComm A X` is $AX-XA$, and `pawComm H S X` is the matrix $C$.
- `IsUnit S.det` says that $S$ is invertible. Without it, Lean's `S⁻¹` would be the zero matrix and `pawComm` would lose its meaning.

The main theorem, `velocity_element`, reads: for Hermitian `H`, Hermitian invertible `S` and two solutions of the generalized eigenvalue equation, the `braket` of `pawComm H S X` equals $e_m-e_n$ times the `braket` of `X`, for every `X`. The theorem `position_element` adds the hypothesis `em ≠ en` and solves for the element of `X`.

The shift theorems need fewer hypotheses. The change of the plain element, and the criterion for its absence, hold for arbitrary matrices and vectors. The invariance of `pawComm` is an equality of matrices and needs only the invertibility of `S`.

The theorems do not cover the identification of the finite-basis element of $C$ with the all-electron velocity element. In a truncated basis, the factor $S^{-1}$ between $H$ and $X$ inserts a projection onto the span of the all-electron images of the basis functions rather than the full identity, so the two elements can differ by a basis-set error.

```lean
import Mathlib

open Matrix

namespace PAWVelocity

noncomputable section

variable {n : Type*} [Fintype n]

/-- The matrix element `⟨u, A v⟩` of an operator `A` between two coefficient vectors. -/
def braket (u : n → ℂ) (A : Matrix n n ℂ) (v : n → ℂ) : ℂ :=
  star u ⬝ᵥ (A *ᵥ v)

/-- The generalized eigenvalue equation `H u = e S u` with real energy `e` and overlap `S`. -/
def GenEigen (H S : Matrix n n ℂ) (e : ℝ) (u : n → ℂ) : Prop :=
  H *ᵥ u = (e : ℂ) • (S *ᵥ u)

/-- The plain commutator `[A, X] = A X - X A`. -/
def plainComm (A X : Matrix n n ℂ) : Matrix n n ℂ :=
  A * X - X * A

/-- If `u` solves `H u = e S u`, then it also solves the equation with `H + c S` in place of `H` and
`e + c` in place of `e`. -/
theorem genEigen_shift {H S : Matrix n n ℂ} {e : ℝ} {u : n → ℂ}
    (h : GenEigen H S e u) (c : ℝ) :
    GenEigen (H + (c : ℂ) • S) S (e + c) u := by
  unfold GenEigen at *
  rw [Matrix.add_mulVec, Matrix.smul_mulVec, h, Complex.ofReal_add, add_smul]

/-- Replacing `H` by `H + c S` changes the matrix element of the plain commutator `[H, X]`
by `c` times that of `[S, X]`. -/
theorem plain_element_shift (H S X : Matrix n n ℂ) (u v : n → ℂ) (c : ℝ) :
    braket u (plainComm (H + (c : ℂ) • S) X) v =
      braket u (plainComm H X) v + c * braket u (plainComm S X) v := by
  -- the commutator is linear in its first argument
  have h : plainComm (H + (c : ℂ) • S) X = plainComm H X + (c : ℂ) • plainComm S X := by
    unfold plainComm
    simp only [add_mul, mul_add, Matrix.smul_mul, Matrix.mul_smul, smul_sub]
    abel
  rw [h]
  unfold braket
  rw [Matrix.add_mulVec, Matrix.smul_mulVec, dotProduct_add, dotProduct_smul, smul_eq_mul]

/-- The plain commutator element is independent of the energy zero exactly when the matrix
element of `[S, X]` between the two states vanishes. -/
theorem plain_element_invariant_iff (H S X : Matrix n n ℂ) (u v : n → ℂ) :
    (∀ c : ℝ, braket u (plainComm (H + (c : ℂ) • S) X) v = braket u (plainComm H X) v) ↔
      braket u (plainComm S X) v = 0 := by
  constructor
  · intro h
    have h1 := h 1
    rw [plain_element_shift] at h1
    simpa using h1
  · intro h c
    rw [plain_element_shift, h, mul_zero, add_zero]

variable [DecidableEq n]

/-- The PAW commutator `H S⁻¹ X - X S⁻¹ H`, for an invertible overlap `S`. -/
def pawComm (H S X : Matrix n n ℂ) : Matrix n n ℂ :=
  H * S⁻¹ * X - X * S⁻¹ * H

/-- For an invertible overlap, a solution of `H u = e S u` satisfies `S⁻¹ H u = e u`. -/
theorem inv_overlap_apply {H S : Matrix n n ℂ} {e : ℝ} {u : n → ℂ}
    (hdet : IsUnit S.det) (h : GenEigen H S e u) :
    S⁻¹ *ᵥ (H *ᵥ u) = (e : ℂ) • u := by
  unfold GenEigen at h
  rw [h, Matrix.mulVec_smul, Matrix.mulVec_mulVec, Matrix.nonsing_inv_mul S hdet,
    Matrix.one_mulVec]

/-- For Hermitian `H` and Hermitian invertible `S`, the operator `H S⁻¹` acts to the left on
a solution of `H u = e S u` as multiplication by `e`. -/
theorem left_action {H S : Matrix n n ℂ} {e : ℝ} {u : n → ℂ}
    (hH : H.IsHermitian) (hS : S.IsHermitian) (hdet : IsUnit S.det)
    (h : GenEigen H S e u) :
    star u ᵥ* (H * S⁻¹) = (e : ℂ) • star u := by
  -- take the adjoint of `S⁻¹ H u = e u`; the energy is real
  have h1 := congrArg star (inv_overlap_apply hdet h)
  rw [Matrix.star_mulVec, Matrix.star_mulVec, Matrix.conjTranspose_nonsing_inv, hS.eq, hH.eq,
    Matrix.vecMul_vecMul, star_smul, Complex.star_def, Complex.conj_ofReal] at h1
  exact h1

/-- For Hermitian `H`, Hermitian invertible `S` and two solutions of `H u = e S u`, the matrix
element of the PAW commutator is the energy difference times the matrix element of `X`. -/
theorem velocity_element {H S : Matrix n n ℂ} {em en : ℝ} {um un : n → ℂ}
    (hH : H.IsHermitian) (hS : S.IsHermitian) (hdet : IsUnit S.det)
    (hm : GenEigen H S em um) (hn : GenEigen H S en un) (X : Matrix n n ℂ) :
    braket um (pawComm H S X) un = ((em : ℂ) - en) * braket um X un := by
  -- first term: `H S⁻¹` acts on the left state
  have h1 : star um ⬝ᵥ ((H * S⁻¹ * X) *ᵥ un) = em * (star um ⬝ᵥ (X *ᵥ un)) := by
    rw [← Matrix.mulVec_mulVec, Matrix.dotProduct_mulVec (star um) (H * S⁻¹) (X *ᵥ un),
      left_action hH hS hdet hm, smul_dotProduct, smul_eq_mul]
  -- second term: `S⁻¹ H` acts on the right state
  have h2 : star um ⬝ᵥ ((X * S⁻¹ * H) *ᵥ un) = en * (star um ⬝ᵥ (X *ᵥ un)) := by
    rw [← Matrix.mulVec_mulVec, ← Matrix.mulVec_mulVec, inv_overlap_apply hdet hn,
      Matrix.mulVec_smul, dotProduct_smul, smul_eq_mul]
  unfold braket pawComm
  rw [Matrix.sub_mulVec, dotProduct_sub, h1, h2]
  ring

/-- For Hermitian `H`, Hermitian invertible `S` and two solutions of `H u = e S u` with different
energies, the matrix element of `X` is that of the PAW commutator divided by the energy difference.
-/
theorem position_element {H S : Matrix n n ℂ} {em en : ℝ} {um un : n → ℂ}
    (hH : H.IsHermitian) (hS : S.IsHermitian) (hdet : IsUnit S.det)
    (hm : GenEigen H S em um) (hn : GenEigen H S en un) (hne : em ≠ en)
    (X : Matrix n n ℂ) :
    braket um X un = braket um (pawComm H S X) un / ((em : ℂ) - en) := by
  have h : (em : ℂ) - en ≠ 0 := sub_ne_zero.mpr (by exact_mod_cast hne)
  rw [velocity_element hH hS hdet hm hn, mul_div_cancel_left₀ _ h]

/-- For an invertible overlap, the PAW commutator is unchanged when `H` is replaced by
`H + c S`. -/
theorem pawComm_shift (H X : Matrix n n ℂ) {S : Matrix n n ℂ} (hdet : IsUnit S.det) (c : ℝ) :
    pawComm (H + (c : ℂ) • S) S X = pawComm H S X := by
  have h1 : S * S⁻¹ = 1 := Matrix.mul_nonsing_inv S hdet
  have h2 : S⁻¹ * S = 1 := Matrix.nonsing_inv_mul S hdet
  unfold pawComm
  -- both products contribute the same term `c X`
  simp only [add_mul, mul_add, Matrix.smul_mul, Matrix.mul_smul, h1, one_mul,
    mul_assoc X S⁻¹ S, h2, mul_one]
  abel

/-- A two-level Hamiltonian with diagonal entries `2a` and `b`. -/
def twoH (a b : ℝ) : Matrix (Fin 2) (Fin 2) ℂ := !![2 * (a : ℂ), 0; 0, (b : ℂ)]

/-- A two-level overlap with diagonal entries `2` and `1`. -/
def twoS : Matrix (Fin 2) (Fin 2) ℂ := !![2, 0; 0, 1]

/-- A two-level position operator that couples the two basis states. -/
def twoX : Matrix (Fin 2) (Fin 2) ℂ := !![0, 1; 1, 0]

/-- In the two-level model the basis states have energies `a` and `b`; the PAW commutator
element between them is `a - b`, whereas the plain one is `2a - b`. -/
theorem two_level_witness (a b : ℝ) :
    (twoH a b).IsHermitian ∧ twoS.IsHermitian ∧ IsUnit twoS.det ∧
      GenEigen (twoH a b) twoS a ![1, 0] ∧ GenEigen (twoH a b) twoS b ![0, 1] ∧
      braket ![1, 0] (pawComm (twoH a b) twoS twoX) ![0, 1] = (a : ℂ) - b ∧
      braket ![1, 0] (plainComm (twoH a b) twoX) ![0, 1] = 2 * (a : ℂ) - b := by
  have hH : (twoH a b).IsHermitian := Matrix.IsHermitian.ext fun i j => by
    fin_cases i <;> fin_cases j <;> simp [twoH, mul_comm]
  have hS : twoS.IsHermitian := Matrix.IsHermitian.ext fun i j => by
    fin_cases i <;> fin_cases j <;> simp [twoS]
  have hdet : IsUnit twoS.det := by
    simp [twoS, Matrix.det_fin_two]
  have h0 : GenEigen (twoH a b) twoS a ![1, 0] := by
    unfold GenEigen
    ext i
    fin_cases i <;> simp [twoH, twoS, Matrix.mulVec, dotProduct, Fin.sum_univ_two, mul_comm]
  have h1 : GenEigen (twoH a b) twoS b ![0, 1] := by
    unfold GenEigen
    ext i
    fin_cases i <;> simp [twoH, twoS, Matrix.mulVec, dotProduct, Fin.sum_univ_two]
  refine ⟨hH, hS, hdet, h0, h1, ?_, ?_⟩
  · rw [velocity_element hH hS hdet h0 h1]
    simp [braket, twoX, Matrix.mulVec, dotProduct, Fin.sum_univ_two]
  · simp [braket, plainComm, twoH, twoX, Matrix.mulVec, dotProduct, Fin.sum_univ_two]

end

end PAWVelocity
```

```lean
#print axioms PAWVelocity.plain_element_invariant_iff
#print axioms PAWVelocity.velocity_element
#print axioms PAWVelocity.position_element
#print axioms PAWVelocity.pawComm_shift
```

```
'PAWVelocity.plain_element_invariant_iff' depends on axioms: [propext, Classical.choice, Quot.sound]
'PAWVelocity.velocity_element' depends on axioms: [propext, Classical.choice, Quot.sound]
'PAWVelocity.position_element' depends on axioms: [propext, Classical.choice, Quot.sound]
'PAWVelocity.pawComm_shift' depends on axioms: [propext, Classical.choice, Quot.sound]
```

## Acting to the right and to the left

The lemma `inv_overlap_apply` is the equation $S^{-1}Hu=eu$. It substitutes the eigenvalue equation for $Hu$, takes the scalar out and cancels $S^{-1}S$ by `Matrix.nonsing_inv_mul`, which is where invertibility is used.

The lemma `left_action` is the adjoint equation $u^\dagger HS^{-1}=eu^\dagger$. The step `congrArg star` conjugates both sides of the previous lemma. Each use of `Matrix.star_mulVec` moves one matrix to the other side of the vector and replaces it by its conjugate transpose. The Hermiticity hypotheses `hS.eq` and `hH.eq` then remove the transposes, and `Complex.conj_ofReal` removes the conjugation from the real energy.

In `velocity_element`, the intermediate results `h1` and `h2` are the two terms evaluated separately in the derivation. For `h1`, the lemma `Matrix.dotProduct_mulVec` regroups the product so that $HS^{-1}$ stands next to $u_m^\dagger$, and `left_action` applies. For `h2`, the product is split until $S^{-1}Hu_n$ appears, and `inv_overlap_apply` applies. The final `ring` collects the factor $e_m-e_n$. The proof of `position_element` transfers `em ≠ en` to the complex numbers and cancels the non-zero difference.

## Shifts and the explicit model

The proof of `genEigen_shift` distributes $H+cS$ over the vector, inserts the eigenvalue equation and splits $(e+c)Su$ into the same two multiples of $Su$. For the plain commutator, `plain_element_shift` first proves the matrix identity $[H+cS,X]=[H,X]+c[S,X]$ and then takes its element between the two vectors. The criterion `plain_element_invariant_iff` uses this result in both directions, with $c=1$ in the forward one, as in the derivation.

In `pawComm_shift`, the products $SS^{-1}$ and $S^{-1}S$ are replaced by the identity. Each half of the commutator then contains the extra term $cX$, and `abel` cancels the two.

Finally, `two_level_witness` treats the numerical example with general energies $a$ and $b$, where $H=\mathrm{diag}(2a,b)$. It checks every hypothesis of the main theorem by computing entries, obtains the PAW element $a-b$ from `velocity_element`, and computes the plain element $2a-b$ directly. With the first state normalised, these values become $(a-b)/\sqrt2$ and $(2a-b)/\sqrt2$. For $a=b$ the PAW element vanishes, whereas the unnormalised plain element equals $a$, a number fixed by the choice of energy zero alone.
